# Net current on a finite edge with two opposed, tunnel-coupled channels of conductance ratio three

Two channels run in opposite directions along an edge of length L > 0 and exchange current by tunnelling, in proportion to their local voltage difference. The downstream channel has three times the conductance of the upstream one, and the constant g > 0 is the tunnelling conductance per unit length divided by the downstream conductance. The downstream channel is injected at voltage V > 0, and the upstream channel at zero voltage from the other end. `ratio_three_current` states that, for any voltage profiles a (downstream) and b (upstream) solving this linear model, the net downstream current divided by the downstream conductance, a − b/3, equals 2V/(3 − exp(−2gL)) at every point of the edge, and lies strictly between 2V/3 and V. The proof takes the formula from the general result `current_eq` at ratio three, then gets the two bounds from the fact that the exponential lies strictly between 0 and 1.

In Lean, a first try:

```lean
import Mathlib

open Set Filter Topology

namespace RatioThreeCurrent

/-- Voltages `a` (downstream) and `b` (upstream) on an edge `[0, L]` with tunnelling rate `g` and
conductance ratio `r`; the downstream channel is injected at voltage `V` at `0`, the upstream
channel at voltage zero at `L`. -/
structure IsEdgeProfile (g r V L : ℝ) (a b : ℝ → ℝ) : Prop where
  deriv_a : ∀ x ∈ Icc 0 L, HasDerivWithinAt a (-g * (a x - b x)) (Icc 0 L) x
  deriv_b : ∀ x ∈ Icc 0 L, HasDerivWithinAt b (-(r * g) * (a x - b x)) (Icc 0 L) x
  source : a 0 = V
  drain : b L = 0

/-- The closed formula for the net edge current, divided by the downstream channel conductance, for
`g > 0`, `r > 1` and `L ≥ 0`. -/
noncomputable def edgeCurrent (g r V L : ℝ) : ℝ :=
  (r - 1) * V / (r - Real.exp (-((r - 1) * g * L)))

private lemma denom_pos {g r L : ℝ} (hg : 0 < g) (hr : 1 < r) (hL : 0 ≤ L) :
    0 < r - Real.exp (-((r - 1) * g * L)) := by
  have h : 0 ≤ (r - 1) * g * L := mul_nonneg (mul_nonneg (by linarith) hg.le) hL
  have h' : Real.exp (-((r - 1) * g * L)) ≤ 1 := Real.exp_le_one_iff.mpr (by linarith)
  linarith

private lemma const_on_edge {f : ℝ → ℝ} {L x : ℝ}
    (hf : ∀ y ∈ Icc 0 L, HasDerivWithinAt f 0 (Icc 0 L) y) (hx : x ∈ Icc 0 L) :
    f x = f L := by
  have h := Convex.norm_image_sub_le_of_norm_hasDerivWithin_le (f' := fun _ => (0 : ℝ))
    (C := 0) hf (fun _ _ => by simp) (convex_Icc 0 L)
    (right_mem_Icc.2 (hx.1.trans hx.2)) hx
  rw [zero_mul] at h
  exact sub_eq_zero.1 (norm_le_zero_iff.1 h)

private lemma hasDerivAt_exp_edge (k c x : ℝ) :
    HasDerivAt (fun y => Real.exp (k * (y - c))) (k * Real.exp (k * (x - c))) x :=
  ((((hasDerivAt_id' x).sub_const c).const_mul k).exp).congr_deriv (by ring)

/-- For a nonzero conductance ratio the net current `a - b / r` is the same at every point of the
edge, and equals the downstream voltage arriving at `L`. -/
theorem current_conserved {g r V L x : ℝ} {a b : ℝ → ℝ} (hr : r ≠ 0)
    (h : IsEdgeProfile g r V L a b) (hx : x ∈ Icc 0 L) : a x - b x / r = a L := by
  have key := const_on_edge (f := fun y => a y - b y / r) (fun y hy =>
    ((h.deriv_a y hy).fun_sub ((h.deriv_b y hy).div_const r)).congr_deriv (by
      have e : -(r * g) * (a y - b y) / r = -g * (a y - b y) := by
        rw [div_eq_iff hr]; ring
      rw [e, sub_self])) hx
  simpa [h.drain] using key

/-- The voltage imbalance between the channels varies exponentially along the edge, with rate
`(r - 1) g`. -/
theorem imbalance_law {g r V L x : ℝ} {a b : ℝ → ℝ}
    (h : IsEdgeProfile g r V L a b) (hx : x ∈ Icc 0 L) :
    a x - b x = a L * Real.exp ((r - 1) * g * (x - L)) := by
  -- the imbalance times the compensating exponential is constant
  have key := const_on_edge
    (f := fun y => (a y - b y) * Real.exp (-((r - 1) * g) * (y - L))) (fun y hy =>
    (((h.deriv_a y hy).fun_sub (h.deriv_b y hy)).fun_mul
      (hasDerivAt_exp_edge (-((r - 1) * g)) L y).hasDerivWithinAt).congr_deriv (by ring)) hx
  simp only [h.drain, sub_self, mul_zero, Real.exp_zero, sub_zero, mul_one] at key
  have hE : Real.exp (-((r - 1) * g) * (x - L)) * Real.exp ((r - 1) * g * (x - L)) = 1 := by
    rw [← Real.exp_add, show -((r - 1) * g) * (x - L) + (r - 1) * g * (x - L) = 0 by ring,
      Real.exp_zero]
  linear_combination Real.exp ((r - 1) * g * (x - L)) * key - (a x - b x) * hE

/-- For `g > 0` and `r > 1`, the net current of every solution is
`(r - 1) V / (r - exp (-(r - 1) g L))`. -/
theorem current_eq {g r V L x : ℝ} {a b : ℝ → ℝ} (hg : 0 < g) (hr : 1 < r)
    (h : IsEdgeProfile g r V L a b) (hx : x ∈ Icc 0 L) :
    a x - b x / r = edgeCurrent g r V L := by
  have hL : 0 ≤ L := hx.1.trans hx.2
  have hr0 : r ≠ 0 := by linarith
  -- both laws at the source contact determine the voltage leaving at `L`
  have h0 := current_conserved hr0 h (left_mem_Icc.2 hL)
  have h1 := imbalance_law h (left_mem_Icc.2 hL)
  rw [h.source] at h0 h1
  rw [show (r - 1) * g * (0 - L) = -((r - 1) * g * L) by ring] at h1
  have hb : b 0 / r = V - a L := by linarith
  rw [div_eq_iff hr0] at hb
  rw [current_conserved hr0 h hx, edgeCurrent, eq_div_iff (denom_pos hg hr hL).ne']
  linear_combination h1 + hb

/-- For conductance ratio three and `g, L, V > 0`, the conserved current `a - b / 3` is
`2 V / (3 - exp (-2 g L))`, strictly between `2 V / 3` and `V`. -/
theorem ratio_three_current {g V L x : ℝ} {a b : ℝ → ℝ} (hg : 0 < g) (hL : 0 < L) (hV : 0 < V)
    (h : IsEdgeProfile g 3 V L a b) (hx : x ∈ Icc 0 L) :
    a x - b x / 3 = 2 * V / (3 - Real.exp (-(2 * g * L))) ∧
      2 * V / 3 < a x - b x / 3 ∧ a x - b x / 3 < V := by
  have hJ : a x - b x / 3 = 2 * V / (3 - Real.exp (-(2 * g * L))) := by
    rw [current_eq hg (by norm_num) h hx, edgeCurrent, show (3 : ℝ) - 1 = 2 by norm_num]
  have hp : 0 < 2 * g * L := by positivity
  have hE0 := Real.exp_pos (-(2 * g * L))
  have hE1 : Real.exp (-(2 * g * L)) < 1 := Real.exp_lt_one (by linarith)
  have hD : 0 < 3 - Real.exp (-(2 * g * L)) := by linarith
  refine ⟨hJ, ?_, ?_⟩
  · rw [hJ, lt_div_iff₀ hD]
    nlinarith [mul_pos hV hE0]
  · rw [hJ, div_lt_iff₀ hD]
    nlinarith [mul_pos hV (sub_pos.2 hE1)]

end RatioThreeCurrent
```

The error:

```
Main.lean:94:44: error(lean.unknownIdentifier): Unknown constant `Real.exp_lt_one`
```

The mended proof, as a diff:

```diff
@@ -92,5 +92,5 @@
   have hp : 0 < 2 * g * L := by positivity
   have hE0 := Real.exp_pos (-(2 * g * L))
-  have hE1 : Real.exp (-(2 * g * L)) < 1 := Real.exp_lt_one (by linarith)
+  have hE1 : Real.exp (-(2 * g * L)) < 1 := Real.exp_lt_one_iff.mpr (by linarith)
   have hD : 0 < 3 - Real.exp (-(2 * g * L)) := by linarith
   refine ⟨hJ, ?_, ?_⟩
```

The message `Unknown constant` means that Lean found no declaration called `Real.exp_lt_one` in the Mathlib it was using. The name was meant to supply `hE1`, the claim that exp(−2gL) is less than 1. That claim is true, and the failure lies only in the name of the lemma cited for it.

The repair cites `Real.exp_lt_one_iff` instead, which says that the exponential of a real number is less than 1 exactly when the number is negative. Since this is an equivalence, `.mpr` is needed to select the direction that goes from a negative exponent to the bound. What remains to be shown is that −(2gL) is negative, and the existing `by linarith` proves this from `hp`, which says that 2gL is positive. The statement of `hE1` is unchanged, so the later steps that use it can stay as they were.
